# For every polynomial p, the derivative of tr p(H) is tr(p′(H) H′) for a differentiable matrix family H

Let \(H(s)\) be a square matrix with real or complex entries that depends on a real parameter \(s\), such as a field strength or a nuclear coordinate. The family is differentiable at \(s=t\) with derivative \(H'\) if each entry \(H_{ij}(s)\) is differentiable there with derivative \(H'_{ij}\). The matrix \(H'\) need not commute with \(H(t)\), and neither matrix need be Hermitian. For a polynomial \(p(x)=\sum_m a_m x^m\) with fixed coefficients, \(p(H)=\sum_m a_m H^m\) with \(H^0=1\), and \(p'\) is the usual derivative of \(p\). The claim is

\[
\frac{d}{ds}\operatorname{tr}p(H(s))\Big|_{s=t}=\operatorname{tr}\big(p'(H(t))\,H'\big).
\]

One use concerns non-interacting electrons in a finite orthonormal basis, at fixed temperature and chemical potential. Their grand potential is the trace of a function of the one-electron Hamiltonian \(H\). If that function is approximated by a polynomial \(p\) and \(s\) is a nuclear coordinate, the electronic force derived from \(\operatorname{tr}p(H)\) is exactly \(-\operatorname{tr}(p'(H)H')\), with \(p'(H)\) in the place of the one-electron density matrix.

## Moving H′ through a power of H

For two differentiable families \(A\) and \(B\), differentiating \((AB)_{ij}=\sum_k A_{ik}B_{kj}\) term by term gives

\[
(AB)'=A'B+AB',
\]

with the order of the factors kept. The trace is a finite sum of entries, so \((\operatorname{tr}A)'=\operatorname{tr}A'\).

From here on \(H\) without an argument means \(H(t)\) wherever a derivative has been taken. For \(k\ge 0\),

\[
(H^{k+1})'=\sum_{i=0}^{k}H^iH'H^{k-i}.
\]

At \(k=0\) this reads \(H'=H'\). If it holds for \(k\), the product rule applied to \(H^{k+2}=H\,H^{k+1}\) gives

\[
(H^{k+2})'=H'H^{k+1}+\sum_{i=0}^{k}H^{i+1}H'H^{k-i}
=\sum_{i=0}^{k+1}H^iH'H^{k+1-i}.
\]

The terms are in general different matrices, but cyclicity gives them the same trace:

\[
\operatorname{tr}(H^iH'H^{k-i})=\operatorname{tr}(H^{k-i}H^iH')=\operatorname{tr}(H^kH').
\]

There are \(k+1\) of them, hence \((\operatorname{tr}H^{k+1})'=(k+1)\operatorname{tr}(H^kH')\). Multiplying by \(a_{k+1}\) and summing over the powers proves the claim; the constant term of \(p\) contributes zero to both sides.

## Three orderings with the same trace

Take

\[
H(s)=\begin{pmatrix}2&s\\s&0\end{pmatrix},\qquad
H'=\begin{pmatrix}0&1\\1&0\end{pmatrix},\qquad p(x)=x^3,\qquad t=1.
\]

With \(H(1)^2=\begin{pmatrix}5&2\\2&1\end{pmatrix}\), the three terms in the derivative of \(H^3\) are

\[
H'H^2=\begin{pmatrix}2&1\\5&2\end{pmatrix},\quad
HH'H=\begin{pmatrix}4&1\\1&0\end{pmatrix},\quad
H^2H'=\begin{pmatrix}2&5\\1&2\end{pmatrix}.
\]

They differ, yet each has trace 4, so the derivative of the trace is 12. Directly, \(\operatorname{tr}H(s)^3=8+6s^2\), whose derivative at \(s=1\) is also 12.

## Truncated Boltzmann weights and commutator perturbations

Let \(H\) now be the Hamiltonian of a whole system with a fixed number of particles, not of one electron in it, so that \(\operatorname{tr}e^{-\beta H}\) is the canonical partition function. The inverse temperature \(\beta=1/(k_BT)\) is held fixed while \(s\) varies. Truncate the Boltzmann factor \(e^{-\beta x}\) after order \(N\):

\[
b_N(x)=\sum_{k=0}^{N}\frac{(-\beta)^k}{k!}x^k,\qquad
\rho_N=b_N(H),\qquad Z_N=\operatorname{tr}\rho_N.
\]

The constant term of \(b_{N+1}\) drops out on differentiation. The term of order \(k+1\) becomes

\[
(k+1)\frac{(-\beta)^{k+1}}{(k+1)!}x^k=-\beta\,\frac{(-\beta)^k}{k!}x^k,
\]

so \(b_{N+1}'=-\beta b_N\), and the trace rule gives

\[
Z_{N+1}'=-\beta\operatorname{tr}(\rho_NH').
\]

The weight \(\rho_N\) is not normalised. Where \(Z_{N+1}\neq0\), the relative response is \(Z_{N+1}'/Z_{N+1}=-\beta\operatorname{tr}(\rho_NH')/Z_{N+1}\), with different truncation orders in numerator and denominator.

Now suppose that \(H'=KH-HK\) for some matrix \(K\), as happens at first order when \(H\) is merely rotated to another basis. Put \(Q=p'(H)\). Since \(Q\) is a polynomial in \(H\), it commutes with \(H\), and

\[
\operatorname{tr}\big(Q(KH-HK)\big)=\operatorname{tr}(HQK)-\operatorname{tr}(QHK)=0.
\]

Every \(\operatorname{tr}p(H)\) is then stationary at \(t\).

Without the trace, the rule can fail. Let \(\sigma_z=\begin{pmatrix}1&0\\0&-1\end{pmatrix}\) and \(\sigma_x=\begin{pmatrix}0&1\\1&0\end{pmatrix}\) be Pauli matrices. For \(H(s)=\sigma_z+s\sigma_x\), the anticommutator \(\sigma_x\sigma_z+\sigma_z\sigma_x\) vanishes, so \(H^2\) has zero derivative at \(s=0\). But \(2HH'=2\sigma_z\sigma_x=\begin{pmatrix}0&2\\-2&0\end{pmatrix}\) is not zero.

## Matrix families and their entrywise derivatives in Lean

The type `n` labels the finitely many basis states, and `RCLike 𝕜` lets the scalars `𝕜` be the real or the complex numbers.

```lean
import Mathlib

open Polynomial

namespace ThermalResponse

noncomputable section

variable {𝕜 n : Type*} [RCLike 𝕜] [Fintype n]
```

The predicate `HasMatrixDerivAt H H' t` is the entrywise definition above, so no matrix norm has to be chosen. For each entry, `HasDerivAt` says that the function is differentiable at `t` with the stated derivative. In Lean `H'` is a separate matrix, tied to the family `H` only by this hypothesis.

```lean
/-- The matrix family `H` has derivative `H'` at the real parameter value `t`,
entry by entry. -/
def HasMatrixDerivAt (H : ℝ → Matrix n n 𝕜) (H' : Matrix n n 𝕜) (t : ℝ) : Prop :=
  ∀ i j, HasDerivAt (fun s => H s i j) (H' i j) t
```

The product rule applies the scalar rule to each product in the matrix element and sums over the intermediate index `k`.

```lean
/-- Product rule for differentiable matrix families, with the order of the factors kept. -/
theorem HasMatrixDerivAt.mul {A B : ℝ → Matrix n n 𝕜} {A' B' : Matrix n n 𝕜} {t : ℝ}
    (hA : HasMatrixDerivAt A A' t) (hB : HasMatrixDerivAt B B' t) :
    HasMatrixDerivAt (fun s => A s * B s) (A' * B t + A t * B') t := by
  intro i j
  have h := HasDerivAt.fun_sum (u := Finset.univ)
    (fun k _ => (hA i k).fun_mul (hB k j))
  simpa only [Matrix.mul_apply, Matrix.add_apply, Finset.sum_add_distrib] using h
```

The trace is handled in the same way, as a sum over diagonal entries.

```lean
/-- The derivative of the trace of a differentiable matrix family is the trace of
its derivative. -/
theorem HasMatrixDerivAt.trace {A : ℝ → Matrix n n 𝕜} {A' : Matrix n n 𝕜} {t : ℝ}
    (hA : HasMatrixDerivAt A A' t) :
    HasDerivAt (fun s => Matrix.trace (A s)) (Matrix.trace A') t := by
  have h := HasDerivAt.fun_sum (u := Finset.univ) (fun i _ => hA i i)
  simpa only [Matrix.trace, Matrix.diag_apply] using h
```

## From powers to polynomials

The next theorem is the formula for \((H^{k+1})'\). `Finset.range (k + 1)` contains the indices \(0,\dots,k\). In the induction step, the equation `e` separates the term with `H'` in front from the others, which share a left factor `H t`. What remains is the product rule for \(H\,H^{k+1}\).

```lean
variable [DecidableEq n]

/-- The derivative of a power of a differentiable matrix family is a sum in which the
perturbation `H'` takes each position among the factors `H` once. -/
theorem hasMatrixDerivAt_pow {H : ℝ → Matrix n n 𝕜} {H' : Matrix n n 𝕜} {t : ℝ}
    (hH : HasMatrixDerivAt H H' t) (k : ℕ) :
    HasMatrixDerivAt (fun s => H s ^ (k + 1))
      (∑ i ∈ Finset.range (k + 1), H t ^ i * H' * H t ^ (k - i)) t := by
  induction k with
  | zero => simpa using hH
  | succ k ih =>
    -- split off the term in which `H'` stands first
    have e : ∑ i ∈ Finset.range (k + 1 + 1), H t ^ i * H' * H t ^ (k + 1 - i)
        = H t * (∑ i ∈ Finset.range (k + 1), H t ^ i * H' * H t ^ (k - i))
          + H' * H t ^ (k + 1) := by
      rw [Finset.sum_range_succ', Finset.mul_sum]
      congr 1
      · refine Finset.sum_congr rfl fun i _ => ?_
        rw [Nat.add_sub_add_right, pow_succ']
        simp only [mul_assoc]
      · simp
    have hf : (fun s => H s ^ (k + 1 + 1)) = fun s => H s * H s ^ (k + 1) :=
      funext fun s => pow_succ' (H s) (k + 1)
    rw [hf, e, add_comm (H t * _)]
    exact hH.mul ih
```

Taking the trace collapses the sum. The auxiliary statement `h` is the cyclic step: `Matrix.trace_mul_comm` brings the right-hand power to the front, and the two powers of `H t` combine to order `k`. Counting the equal terms supplies the factor \(k+1\).

```lean
/-- Under the trace, the derivative of a power of a differentiable matrix family takes
the same form as for numbers. -/
theorem hasDerivAt_trace_pow {H : ℝ → Matrix n n 𝕜} {H' : Matrix n n 𝕜} {t : ℝ}
    (hH : HasMatrixDerivAt H H' t) (k : ℕ) :
    HasDerivAt (fun s => Matrix.trace (H s ^ (k + 1)))
      (((k : 𝕜) + 1) * Matrix.trace (H t ^ k * H')) t := by
  refine (hasMatrixDerivAt_pow hH k).trace.congr_deriv ?_
  -- cyclicity makes all the terms equal
  have h : ∀ i ∈ Finset.range (k + 1),
      Matrix.trace (H t ^ i * H' * H t ^ (k - i)) = Matrix.trace (H t ^ k * H') := by
    intro i hi
    have hik : i ≤ k := Nat.lt_succ_iff.mp (Finset.mem_range.mp hi)
    rw [Matrix.trace_mul_comm, ← mul_assoc, ← pow_add, Nat.sub_add_cancel hik]
  rw [Matrix.trace_sum, Finset.sum_congr rfl h, Finset.sum_const, Finset.card_range,
    nsmul_eq_mul, Nat.cast_add, Nat.cast_one]
```

The main theorem writes \(p(H)\) as `aeval (H s) p` and \(p'\) as `derivative p`. Its only hypothesis is that the family has derivative `H'` at `t`. The induction over polynomials has a case for sums and a case for monomials. A constant monomial has zero derivative; for degree \(k+1\), `h1` and `h2` take the coefficient `a` out of the trace on the two sides, and the power theorem finishes the case.

```lean
/-- For a differentiable matrix family `H` and any polynomial `p`, the derivative of
`tr p(H)` is `tr (p'(H) H')`, whether or not `H` and `H'` commute. -/
theorem hasDerivAt_trace_aeval {H : ℝ → Matrix n n 𝕜} {H' : Matrix n n 𝕜} {t : ℝ}
    (hH : HasMatrixDerivAt H H' t) (p : 𝕜[X]) :
    HasDerivAt (fun s => Matrix.trace (aeval (H s) p))
      (Matrix.trace (aeval (H t) (derivative p) * H')) t := by
  induction p using Polynomial.induction_on' with
  | add p q hp hq =>
    simpa only [map_add, add_mul, Matrix.trace_add] using hp.fun_add hq
  | monomial m a =>
    cases m with
    | zero =>
      simpa only [monomial_zero_left, aeval_C, derivative_C, map_zero, zero_mul,
        Matrix.trace_zero] using
        hasDerivAt_const t (Matrix.trace (algebraMap 𝕜 (Matrix n n 𝕜) a))
    | succ k =>
      have h1 : (fun s => Matrix.trace (aeval (H s) (monomial (k + 1) a)))
          = fun s => a * Matrix.trace (H s ^ (k + 1)) := by
        funext s
        rw [aeval_monomial, ← Algebra.smul_def, Matrix.trace_smul, smul_eq_mul]
      have h2 : Matrix.trace (aeval (H t) (derivative (monomial (k + 1) a)) * H')
          = a * (((k : 𝕜) + 1) * Matrix.trace (H t ^ k * H')) := by
        rw [derivative_monomial, aeval_monomial, ← Algebra.smul_def, smul_mul_assoc,
          Matrix.trace_smul, smul_eq_mul, Nat.add_sub_cancel]
        push_cast
        ring
      rw [h1, h2]
      exact (hasDerivAt_trace_pow hH k).const_mul a
```

## The response of the truncated partition function

The polynomial \(b_N\) is `boltzmannPoly β N`. Here `β` may be any element of `𝕜`; the identity needs neither positivity nor reality.

```lean
/-- The Boltzmann factor `exp (-β x)` as a polynomial in the energy `x`, truncated after
order `N`. -/
def boltzmannPoly (β : 𝕜) (N : ℕ) : 𝕜[X] :=
  ∑ k ∈ Finset.range (N + 1), monomial k ((-β) ^ k / (Nat.factorial k : 𝕜))
```

The proof of \(b_{N+1}'=-\beta b_N\) removes the constant term, shifts the summation index and compares coefficients. The factor \(k+1\) from differentiation cancels against the factorial.

```lean
/-- Differentiating the Boltzmann factor truncated after order `N + 1` with respect to the energy
gives `-β` times the Boltzmann factor truncated after order `N`. -/
theorem derivative_boltzmannPoly (β : 𝕜) (N : ℕ) :
    derivative (boltzmannPoly β (N + 1)) = C (-β) * boltzmannPoly β N := by
  unfold boltzmannPoly
  rw [Finset.sum_range_succ', map_add, map_sum, monomial_zero_left, derivative_C,
    add_zero, Finset.mul_sum]
  refine Finset.sum_congr rfl fun k _ => ?_
  rw [derivative_monomial, C_mul_monomial, Nat.add_sub_cancel]
  congr 1
  have h1 : (Nat.factorial k : 𝕜) ≠ 0 := Nat.cast_ne_zero.mpr (Nat.factorial_ne_zero k)
  have h2 : (k : 𝕜) + 1 ≠ 0 := Nat.cast_add_one_ne_zero k
  rw [Nat.factorial_succ]
  push_cast
  field_simp
  ring
```

Inserting this polynomial identity into the main theorem gives the response of \(Z_{N+1}\) for every natural number `N`, including zero. The full exponential would need a further argument about the limit \(N\to\infty\).

```lean
/-- For a differentiable Hamiltonian family, the response of the partition function
truncated at order `N + 1` is `-β` times the trace of `H'` weighted with the Boltzmann
factor truncated at order `N`. -/
theorem hasDerivAt_truncated_partition {H : ℝ → Matrix n n 𝕜} {H' : Matrix n n 𝕜} {t : ℝ}
    (hH : HasMatrixDerivAt H H' t) (β : 𝕜) (N : ℕ) :
    HasDerivAt (fun s => Matrix.trace (aeval (H s) (boltzmannPoly β (N + 1))))
      (-β * Matrix.trace (aeval (H t) (boltzmannPoly β N) * H')) t := by
  refine (hasDerivAt_trace_aeval hH _).congr_deriv ?_
  rw [derivative_boltzmannPoly, map_mul, aeval_C, ← Algebra.smul_def, smul_mul_assoc,
    Matrix.trace_smul, smul_eq_mul]
```

## Stationary traces and a two-level counterexample

In the commutator theorem, the derivative in the hypothesis is `K * H t - H t * K`, and the conclusion concerns only the point `t`. The statement `hc` says that \(p'(H)\) commutes with \(H\); it comes from the commutativity of polynomial multiplication. After \(p'(H)\) has been renamed `Q`, the rewriting follows the two-term trace calculation above.

```lean
/-- If the derivative of `H` at `t` is a commutator `K H - H K`, then `tr p(H)` is
stationary at `t` for every polynomial `p`. -/
theorem trace_aeval_stationary {H : ℝ → Matrix n n 𝕜} {K : Matrix n n 𝕜} {t : ℝ}
    (hH : HasMatrixDerivAt H (K * H t - H t * K) t) (p : 𝕜[X]) :
    HasDerivAt (fun s => Matrix.trace (aeval (H s) p)) 0 t := by
  refine (hasDerivAt_trace_aeval hH p).congr_deriv ?_
  -- a polynomial in `H` commutes with `H`
  have hc : aeval (H t) (derivative p) * H t = H t * aeval (H t) (derivative p) := by
    have h := congrArg (aeval (H t)) (mul_comm (derivative p) X)
    simpa only [map_mul, aeval_X] using h
  generalize aeval (H t) (derivative p) = Q at hc ⊢
  rw [mul_sub, Matrix.trace_sub, ← mul_assoc Q K (H t), Matrix.trace_mul_comm (Q * K) (H t),
    ← mul_assoc (H t) Q K, ← hc, ← mul_assoc Q (H t) K, sub_self]
```

The last theorem has three parts: the derivative of the two-level family at zero is \(\sigma_x\), the derivative of its square there is zero, and \(2HH'\) is not zero. The equation `e` is the vanishing anticommutator, which is inserted into the product rule. For the third part, the upper right entry suffices, because it equals 2.

```lean
/-- Without the trace the rule fails: for the two-level family with diagonal `1, -1` and
coupling `s`, the square has zero derivative at `s = 0`, but `2 H H'` is not zero there. -/
theorem trace_needed :
    HasMatrixDerivAt (fun s : ℝ => (!![1, s; s, -1] : Matrix (Fin 2) (Fin 2) ℝ))
      !![0, 1; 1, 0] 0 ∧
    HasMatrixDerivAt (fun s : ℝ => (!![1, s; s, -1] : Matrix (Fin 2) (Fin 2) ℝ) ^ 2) 0 0 ∧
    (2 : ℝ) • ((!![1, 0; 0, -1] : Matrix (Fin 2) (Fin 2) ℝ) * !![0, 1; 1, 0]) ≠ 0 := by
  have h1 : HasMatrixDerivAt (fun s : ℝ => (!![1, s; s, -1] : Matrix (Fin 2) (Fin 2) ℝ))
      !![0, 1; 1, 0] 0 := by
    intro i j
    fin_cases i <;> fin_cases j
    · exact hasDerivAt_const (0 : ℝ) (1 : ℝ)
    · exact hasDerivAt_id' (0 : ℝ)
    · exact hasDerivAt_id' (0 : ℝ)
    · exact hasDerivAt_const (0 : ℝ) (-1 : ℝ)
  refine ⟨h1, ?_, ?_⟩
  · -- the two orderings of `H` and `H'` cancel
    have e : (!![0, 1; 1, 0] : Matrix (Fin 2) (Fin 2) ℝ) * !![1, 0; 0, -1]
        + !![1, 0; 0, -1] * !![0, 1; 1, 0] = 0 := by
      ext i j
      fin_cases i <;> fin_cases j <;> simp
    have h2 : HasMatrixDerivAt
        (fun s : ℝ => (!![1, s; s, -1] : Matrix (Fin 2) (Fin 2) ℝ) * !![1, s; s, -1])
        (!![0, 1; 1, 0] * !![1, 0; 0, -1] + !![1, 0; 0, -1] * !![0, 1; 1, 0]) 0 :=
      h1.mul h1
    rw [e] at h2
    simpa only [sq] using h2
  · intro h
    have h01 := congrFun (congrFun h 0) 1
    simp at h01

end

end ThermalResponse
```

```lean
#print axioms ThermalResponse.hasMatrixDerivAt_pow
#print axioms ThermalResponse.hasDerivAt_truncated_partition
#print axioms ThermalResponse.trace_aeval_stationary
#print axioms ThermalResponse.trace_needed
```

```
'ThermalResponse.hasMatrixDerivAt_pow' depends on axioms: [propext, Classical.choice, Quot.sound]
'ThermalResponse.hasDerivAt_truncated_partition' depends on axioms: [propext, Classical.choice, Quot.sound]
'ThermalResponse.trace_aeval_stationary' depends on axioms: [propext, Classical.choice, Quot.sound]
'ThermalResponse.trace_needed' depends on axioms: [propext, Classical.choice, Quot.sound]
```
